# Eigenvalue shifts of a range-separated hybrid matrix with a fixed projector

Let $h$ and $v$ be real symmetric matrices, $P$ a real symmetric projector and $a\ge 0$, all fixed, for finitely many sites at points $R_i$ with distances $r_{ij}$. Raising the range parameter from $w_1$ to $w_2\ge w_1$ raises each ordered eigenvalue of

$$H(w)_{ij}=h_{ij}-a\,P_{ij}\,\bigl(v_{ij}-L(w)_{ij}\bigr),\qquad L(w)_{ij}=\frac{\operatorname{erf}(w r_{ij})}{r_{ij}},$$

by between $0$ and $2a(w_2-w_1)/\sqrt\pi$. Where $r_{ij}=0$, $L(w)_{ij}$ takes its limiting value $2w/\sqrt\pi$.

## Short-range exchange on sites

In an orthonormal basis of site orbitals and in atomic units, $h$ holds the one-electron terms together with the Hartree potential of the frozen density, $v$ is the full interaction, $P$ the density matrix of one spin channel and $a$ the fraction of exchange. The entrywise product in $H$ rests on the neglect of differential overlap: products of orbitals on two different sites are dropped from the interaction integrals. The formula for $L$ also treats the charge density of each site orbital as a point. Idempotency of $P$ means that orbitals are either filled or empty. A larger $w$ moves interaction from the short-range part $v-L$ into $L$, which weakens the exchange term as long as the entries of $v-L$ stay nonnegative. In this finite site model with frozen $h$ and $P$, the result limits how far the exchange term can move the orbital energies when the range parameter is tuned. In a screened hybrid functional the complementary semilocal exchange also depends on $w$; that dependence is left out here.

## The statement in Lean

In `eigenvalue_shift_bounds`, the sites form a finite type `n`, and `R` places them in a Euclidean space of any dimension `d`; they may coincide. Over the reals, `IsHermitian` means symmetric, and `hPP` is $P^2=P$. The list `eigenvalues₀` is decreasing and counts multiplicity, so index $0$ is the highest level. The sign of $w_1$ is free, although physical range parameters are nonnegative.

The matrix $v$ need not be Coulombic, and $P$ need not be built from eigenvectors of $H$. The response of $P$ to $w$ in a self-consistent calculation is left out.

## From a Gaussian to the eigenvalues

**Rate of change.** Substituting $q=tr$ for the integration variable $q$ of the error function gives

$$L(w,r)=\frac{2}{\sqrt\pi}\int_0^w e^{-t^2r^2}dt,\qquad \partial_wL=\frac{2}{\sqrt\pi}e^{-w^2r^2},$$

also at $r=0$.

**Positivity.** Suppose $\sum_{ij}c_ic_jQ_{ij}\ge0$ for all $c$. Put $b_i=c_ie^{-t^2|R_i|^2}$ and expand the cross term of $|R_i-R_j|^2$:

$$\sum_{ij}c_ic_jQ_{ij}e^{-t^2r_{ij}^2}=\sum_{m\ge0}\frac{(2t^2)^m}{m!}\sum_{ij}b_ib_jQ_{ij}(R_i\cdot R_j)^m .$$

Each inner sum is nonnegative by induction on $m$: one factor $R_i\cdot R_j=\sum_k R_{ik}R_{jk}$ is absorbed by replacing $b_i$ with $b_iR_{ik}$. Integrating over $t$ from $w_1$ to $w_2$ gives $\sum_{ij}c_ic_jQ_{ij}D_{ij}\ge0$ for $D=L(w_2)-L(w_1)$.

**Two bounds.** Since $x^TPx=|Px|^2$, and likewise for $1-P$, both are allowed as $Q$. The choice $Q=P$ gives the lower bound and $Q=1-P$ the upper bound in

$$0\le\sum_{ij}x_ix_jP_{ij}D_{ij}\le\sum_i x_i^2D_{ii}=\frac{2(w_2-w_1)}{\sqrt\pi}|x|^2 .$$

Multiplied by $a$, the middle term is $x^T(H(w_2)-H(w_1))x$.

**Eigenvalues.** Let $A,B$ be symmetric $N\times N$ matrices with $x^TBx\le x^TAx+s|x|^2$ for all $x$, decreasing eigenvalues $\alpha_j,\beta_j$ and orthonormal eigenvectors $y_j,u_j$. Some $x\ne0$ is orthogonal to $y_j$ for $j<k$ and to $u_j$ for $j>k$, because these are only $N-1$ conditions. Then

$$\beta_k|x|^2\le x^TBx\le x^TAx+s|x|^2\le(\alpha_k+s)|x|^2,$$

so $\beta_k\le\alpha_k+s$. Taking $(A,B)=(H(w_1),H(w_2))$ with $s=2a(w_2-w_1)/\sqrt\pi$ gives the upper bound; exchanging the matrices with $s=0$ gives the lower one.

**Equality.** For $P=1$ only the diagonal of $D$ enters, so $H(w_2)=H(w_1)+s\,1$ and every level moves by exactly $s$.

## The complete file

```lean
import Mathlib

open Matrix

namespace RangeSeparatedExchange

noncomputable section

variable {n : Type*} [Fintype n] [DecidableEq n] {d : ℕ}

/-- The error function. -/
def erf (x : ℝ) : ℝ := 2 / √Real.pi * ∫ t in (0 : ℝ)..x, Real.exp (-t ^ 2)

/-- The long-range interaction `erf (w r) / r`, with the value `2 w / √π` at `r = 0`. -/
def longRange (w r : ℝ) : ℝ := if r = 0 then 2 * w / √Real.pi else erf (w * r) / r

/-- One-electron matrix `h` minus a fraction `a` of short-range exchange: the entrywise product of
the density matrix `P` with the difference between the full interaction `v` and the long-range
interaction, for sites at the points `R i`. -/
def hybridMatrix (h v P : Matrix n n ℝ) (R : n → EuclideanSpace ℝ (Fin d)) (a w : ℝ) :
    Matrix n n ℝ :=
  Matrix.of fun i j => h i j - a * (P i j * (v i j - longRange w (dist (R i) (R j))))

/-- The long-range interaction changes with the range parameter at a Gaussian rate. -/
theorem longRange_hasDerivAt (w r : ℝ) :
    HasDerivAt (fun w => longRange w r) (2 / √Real.pi * Real.exp (-(w * r) ^ 2)) w := by
  have hL : ∀ w, longRange w r = 2 / √Real.pi * ∫ t in (0 : ℝ)..w, Real.exp (-(t * r) ^ 2) := by
    intro w
    by_cases hr : r = 0
    · have h : (∫ t in (0 : ℝ)..w, Real.exp (-(t * r) ^ 2)) = w := by simp [hr]
      rw [h, longRange, if_pos hr]
      ring
    · have h := intervalIntegral.integral_comp_mul_right (a := 0) (b := w)
        (fun t => Real.exp (-t ^ 2)) hr
      simp only [zero_mul, smul_eq_mul] at h
      rw [longRange, if_neg hr, erf, h]
      ring
  have hc : Continuous fun t : ℝ => Real.exp (-(t * r) ^ 2) := by fun_prop
  simp only [hL]
  exact (hc.integral_hasStrictDerivAt 0 w).hasDerivAt.const_mul _

omit [DecidableEq n] in
/-- A matrix with nonnegative quadratic form keeps this property when its entries are multiplied
by a Gaussian of the distances between the sites. -/
theorem gaussian_form_nonneg (Q : Matrix n n ℝ)
    (hQ : ∀ c : n → ℝ, 0 ≤ ∑ i, ∑ j, c i * c j * Q i j)
    (R : n → EuclideanSpace ℝ (Fin d)) (t : ℝ) (c : n → ℝ) :
    0 ≤ ∑ i, ∑ j, c i * c j * (Q i j * Real.exp (-(t * dist (R i) (R j)) ^ 2)) := by
  -- multiplying by entrywise powers of the Gram matrix preserves positivity
  have hpow : ∀ (m : ℕ) (c : n → ℝ),
      0 ≤ ∑ i, ∑ j, c i * c j * (Q i j * (inner ℝ (R i) (R j)) ^ m) := by
    intro m
    induction m with
    | zero => intro c; simpa using hQ c
    | succ m ih =>
      intro c
      have h : ∑ k, ∑ i, ∑ j, (c i * R i k) * (c j * R j k) * (Q i j * (inner ℝ (R i) (R j)) ^ m)
          = ∑ i, ∑ j, c i * c j * (Q i j * (inner ℝ (R i) (R j)) ^ (m + 1)) := by
        rw [Finset.sum_comm]
        refine Finset.sum_congr rfl fun i _ => ?_
        rw [Finset.sum_comm]
        refine Finset.sum_congr rfl fun j _ => ?_
        have hin : inner ℝ (R i) (R j) = ∑ k, R i k * R j k := by
          simp [PiLp.inner_apply, mul_comm]
        calc _ = c i * c j * (Q i j * (inner ℝ (R i) (R j)) ^ m) * ∑ k, R i k * R j k := by
              rw [Finset.mul_sum]
              exact Finset.sum_congr rfl fun k _ => by ring
          _ = _ := by rw [← hin]; ring
      rw [← h]
      exact Finset.sum_nonneg fun k _ => ih fun i => c i * R i k
  have hexp : ∀ x : ℝ, HasSum (fun m : ℕ => x ^ m / (m.factorial : ℝ)) (Real.exp x) := by
    intro x
    rw [Real.exp_eq_exp_ℝ, NormedSpace.exp_eq_tsum_div]
    exact (Real.summable_pow_div_factorial x).hasSum
  -- absorb the one-site Gaussians in the coefficients and expand the rest
  let b : n → ℝ := fun i => c i * Real.exp (-(t ^ 2 * ‖R i‖ ^ 2))
  have hs := hasSum_sum (s := Finset.univ) fun i _ => hasSum_sum (s := Finset.univ) fun j _ =>
    ((hexp (2 * t ^ 2 * inner ℝ (R i) (R j))).mul_left (Q i j)).mul_left (b i * b j)
  have h0 := hs.tsum_eq ▸ tsum_nonneg (fun m : ℕ => by
    have h := mul_nonneg (by positivity : 0 ≤ (2 * t ^ 2) ^ m / (m.factorial : ℝ)) (hpow m b)
    simp only [Finset.mul_sum] at h
    refine h.trans_eq (Finset.sum_congr rfl fun i _ => Finset.sum_congr rfl fun j _ => ?_)
    rw [mul_pow (2 * t ^ 2)]
    ring)
  refine h0.trans_eq (Finset.sum_congr rfl fun i _ => Finset.sum_congr rfl fun j _ => ?_)
  have he : Real.exp (-(t * dist (R i) (R j)) ^ 2) = Real.exp (-(t ^ 2 * ‖R i‖ ^ 2)) *
      Real.exp (-(t ^ 2 * ‖R j‖ ^ 2)) * Real.exp (2 * t ^ 2 * inner ℝ (R i) (R j)) := by
    rw [← Real.exp_add, ← Real.exp_add, mul_pow, dist_eq_norm, norm_sub_sq_real]
    congr 1
    ring
  rw [he]
  ring

omit [DecidableEq n] in
/-- The increment of the long-range interaction between `w₁ ≤ w₂`, multiplied entrywise by a
matrix with nonnegative quadratic form, has a nonnegative quadratic form. -/
theorem longRange_form_mono (Q : Matrix n n ℝ)
    (hQ : ∀ c : n → ℝ, 0 ≤ ∑ i, ∑ j, c i * c j * Q i j)
    (R : n → EuclideanSpace ℝ (Fin d)) (c : n → ℝ) {w₁ w₂ : ℝ} (hw : w₁ ≤ w₂) :
    0 ≤ ∑ i, ∑ j, c i * c j *
      (Q i j * (longRange w₂ (dist (R i) (R j)) - longRange w₁ (dist (R i) (R j)))) := by
  have hd := fun w : ℝ => HasDerivAt.fun_sum (u := Finset.univ) fun i _ =>
    HasDerivAt.fun_sum (u := Finset.univ) fun j _ =>
      ((longRange_hasDerivAt w (dist (R i) (R j))).const_mul (Q i j)).const_mul (c i * c j)
  have hm := monotone_of_deriv_nonneg (fun w => (hd w).differentiableAt) (fun w => by
    rw [(hd w).deriv]
    have h := mul_nonneg (by positivity : 0 ≤ 2 / √Real.pi) (gaussian_form_nonneg Q hQ R w c)
    simp only [Finset.mul_sum] at h
    exact h.trans_eq (Finset.sum_congr rfl fun i _ => Finset.sum_congr rfl fun j _ => by ring))
  have h := sub_nonneg.mpr (hm hw)
  simp only [← Finset.sum_sub_distrib, ← mul_sub] at h
  exact h

omit [Fintype n] [DecidableEq n] in
/-- For symmetric `h`, `v` and `P` the hybrid matrix is symmetric. -/
theorem hybrid_isHermitian {h v P : Matrix n n ℝ} (hh : h.IsHermitian) (hv : v.IsHermitian)
    (hP : P.IsHermitian) (R : n → EuclideanSpace ℝ (Fin d)) (a w : ℝ) :
    (hybridMatrix h v P R a w).IsHermitian := by
  refine Matrix.IsHermitian.ext fun i j => ?_
  have e1 : h j i = h i j := by simpa using hh.apply i j
  have e2 : v j i = v i j := by simpa using hv.apply i j
  have e3 : P j i = P i j := by simpa using hP.apply i j
  simp only [hybridMatrix, Matrix.of_apply, star_trivial, e1, e2, e3, dist_comm (R j) (R i)]

/-- For a symmetric projector `P` and `a ≥ 0`, raising `w₁` to `w₂` raises the quadratic form of the
hybrid matrix by between zero and `2 a (w₂ - w₁) / √π` times the squared norm. -/
theorem hybrid_form_bounds (h v : Matrix n n ℝ) {P : Matrix n n ℝ} (hP : P.IsHermitian)
    (hPP : P * P = P) (R : n → EuclideanSpace ℝ (Fin d)) {a w₁ w₂ : ℝ} (ha : 0 ≤ a)
    (hw : w₁ ≤ w₂) (x : n → ℝ) :
    x ⬝ᵥ hybridMatrix h v P R a w₁ *ᵥ x ≤ x ⬝ᵥ hybridMatrix h v P R a w₂ *ᵥ x ∧
    x ⬝ᵥ hybridMatrix h v P R a w₂ *ᵥ x ≤ x ⬝ᵥ hybridMatrix h v P R a w₁ *ᵥ x +
      2 * a * (w₂ - w₁) / √Real.pi * (x ⬝ᵥ x) := by
  have quad : ∀ (M : Matrix n n ℝ) (c : n → ℝ),
      c ⬝ᵥ M *ᵥ c = ∑ i, ∑ j, c i * c j * M i j := by
    intro M c
    simp only [dotProduct, mulVec, Finset.mul_sum]
    exact Finset.sum_congr rfl fun i _ => Finset.sum_congr rfl fun j _ => by ring
  -- a symmetric projector has a nonnegative form
  have pos : ∀ Q : Matrix n n ℝ, Q.IsHermitian → Q * Q = Q →
      ∀ c : n → ℝ, 0 ≤ ∑ i, ∑ j, c i * c j * Q i j := by
    intro Q hQ hQQ c
    have hT : Qᵀ = Q := by ext i j; simpa using hQ.apply i j
    have e : (Q *ᵥ c) ᵥ* Q = Q *ᵥ c := by
      calc (Q *ᵥ c) ᵥ* Q = (Q *ᵥ c) ᵥ* Qᵀ := by rw [hT]
        _ = Q *ᵥ c := by rw [vecMul_transpose, mulVec_mulVec, hQQ]
    have e2 : c ⬝ᵥ Q *ᵥ c = (Q *ᵥ c) ⬝ᵥ (Q *ᵥ c) := by
      rw [dotProduct_mulVec (Q *ᵥ c) Q c, e, dotProduct_comm]
    rw [← quad, e2]
    exact Finset.sum_nonneg fun i _ => mul_self_nonneg _
  have m1 := longRange_form_mono P (pos P hP hPP) R x hw
  have m2 := longRange_form_mono (1 - P) (pos (1 - P) (isHermitian_one.sub hP)
    (by simp [sub_mul, mul_sub, hPP])) R x hw
  have e1 : x ⬝ᵥ hybridMatrix h v P R a w₂ *ᵥ x = x ⬝ᵥ hybridMatrix h v P R a w₁ *ᵥ x +
      a * ∑ i, ∑ j, x i * x j *
        (P i j * (longRange w₂ (dist (R i) (R j)) - longRange w₁ (dist (R i) (R j)))) := by
    simp only [quad, Finset.mul_sum, ← Finset.sum_add_distrib]
    refine Finset.sum_congr rfl fun i _ => Finset.sum_congr rfl fun j _ => ?_
    simp only [hybridMatrix, Matrix.of_apply]
    ring
  -- the identity sees only the diagonal of the interaction
  have hd : ∑ i, ∑ j, x i * x j * ((1 : Matrix n n ℝ) i j *
      (longRange w₂ (dist (R i) (R j)) - longRange w₁ (dist (R i) (R j)))) =
      2 * (w₂ - w₁) / √Real.pi * (x ⬝ᵥ x) := by
    rw [dotProduct, Finset.mul_sum]
    refine Finset.sum_congr rfl fun i _ => ?_
    rw [Finset.sum_eq_single i]
    · rw [Matrix.one_apply_eq, dist_self, longRange, longRange, if_pos rfl, if_pos rfl]
      ring
    · intro j _ hj
      rw [Matrix.one_apply_ne hj.symm]
      ring
    · exact fun hi => absurd (Finset.mem_univ i) hi
  simp only [Matrix.sub_apply, sub_mul, mul_sub (_ * _), Finset.sum_sub_distrib] at m2
  rw [hd] at m2
  have p1 := mul_nonneg ha m1
  have p2 := mul_le_mul_of_nonneg_left (sub_nonneg.mp m2) ha
  have e3 : 2 * a * (w₂ - w₁) / √Real.pi * (x ⬝ᵥ x) =
      a * (2 * (w₂ - w₁) / √Real.pi * (x ⬝ᵥ x)) := by ring
  rw [e1, e3]
  exact ⟨by linarith, by linarith⟩

/-- A real symmetric matrix has modes `u k` in which the squared norm is a sum of squares and
the quadratic form is the same sum weighted by the ordered eigenvalues. -/
theorem spectral_form {A : Matrix n n ℝ} (hA : A.IsHermitian) :
    ∃ u : Fin (Fintype.card n) → n → ℝ, ∀ x, x ⬝ᵥ x = ∑ k, (u k ⬝ᵥ x) ^ 2 ∧
      x ⬝ᵥ A *ᵥ x = ∑ k, hA.eigenvalues₀ k * (u k ⬝ᵥ x) ^ 2 := by
  let e : Fin (Fintype.card n) ≃ n := Fintype.equivOfCardEq (Fintype.card_fin _)
  let b : n → n → ℝ := fun i => (hA.eigenvectorBasis i).ofLp
  have hin : ∀ y z : EuclideanSpace ℝ n, inner ℝ y z = y.ofLp ⬝ᵥ z.ofLp := by
    intro y z
    simp [PiLp.inner_apply, dotProduct, mul_comm]
  have hp : ∀ y z : n → ℝ, ∑ k, (b (e k) ⬝ᵥ y) * (b (e k) ⬝ᵥ z) = y ⬝ᵥ z := by
    intro y z
    have h := hA.eigenvectorBasis.sum_inner_mul_inner (WithLp.toLp 2 y) (WithLp.toLp 2 z)
    simp only [hin] at h
    refine (e.sum_comp fun i => (b i ⬝ᵥ y) * (b i ⬝ᵥ z)).trans
      (Eq.trans (Finset.sum_congr rfl fun i _ => ?_) h)
    change _ = (y ⬝ᵥ b i) * (b i ⬝ᵥ z)
    rw [dotProduct_comm y]
  have he : ∀ k z, b (e k) ⬝ᵥ A *ᵥ z = hA.eigenvalues₀ k * (b (e k) ⬝ᵥ z) := by
    intro k z
    have hT : Aᵀ = A := by ext i j; simpa using hA.apply i j
    have hk : hA.eigenvalues (e k) = hA.eigenvalues₀ k := by
      simp [Matrix.IsHermitian.eigenvalues, e]
    have h : A *ᵥ b (e k) = hA.eigenvalues (e k) • b (e k) := hA.mulVec_eigenvectorBasis (e k)
    have hv : b (e k) ᵥ* A = A *ᵥ b (e k) := by rw [← vecMul_transpose, hT]
    rw [dotProduct_mulVec, hv, h, smul_dotProduct, smul_eq_mul, hk]
  refine ⟨fun k => b (e k), fun x => ⟨?_, ?_⟩⟩
  · rw [← hp x x]
    exact Finset.sum_congr rfl fun k _ => (sq _).symm
  · rw [← hp x (A *ᵥ x)]
    refine Finset.sum_congr rfl fun k _ => ?_
    simp only [he]
    ring

/-- If the quadratic form of `B` exceeds that of `A` by at most `s` times the squared norm, each
ordered eigenvalue of `B` exceeds that of `A` by at most `s`. -/
theorem eigenvalue_le_of_form_le {A B : Matrix n n ℝ} (hA : A.IsHermitian) (hB : B.IsHermitian)
    (s : ℝ) (hAB : ∀ x, x ⬝ᵥ B *ᵥ x ≤ x ⬝ᵥ A *ᵥ x + s * (x ⬝ᵥ x))
    (k : Fin (Fintype.card n)) : hB.eigenvalues₀ k ≤ hA.eigenvalues₀ k + s := by
  obtain ⟨u, hu⟩ := spectral_form hB
  obtain ⟨v, hv⟩ := spectral_form hA
  -- one condition for each index other than k leaves a nonzero vector
  let M : Matrix {j // j ≠ k} n ℝ := fun j => if j.1 < k then v j.1 else u j.1
  have hcard : Fintype.card {j : Fin (Fintype.card n) // j ≠ k} <
      Fintype.card (Fin (Fintype.card n)) := Fintype.card_subtype_lt (x := k) (by simp)
  rw [Fintype.card_fin] at hcard
  have hker : LinearMap.ker M.mulVecLin ≠ ⊥ := LinearMap.ker_ne_bot_of_finrank_lt (by
    rw [Module.finrank_fintype_fun_eq_card, Module.finrank_fintype_fun_eq_card]
    exact hcard)
  obtain ⟨x, hx, hx0⟩ := Submodule.exists_mem_ne_zero_of_ne_bot hker
  have hrow : ∀ j, j ≠ k → (if j < k then v j else u j) ⬝ᵥ x = 0 :=
    fun j hj => congrFun (LinearMap.mem_ker.mp hx) ⟨j, hj⟩
  have hpos : 0 < x ⬝ᵥ x := lt_of_le_of_ne (Finset.sum_nonneg fun i _ => mul_self_nonneg _)
    (Ne.symm fun h => hx0 (dotProduct_self_eq_zero.mp h))
  have h1 : hB.eigenvalues₀ k * (x ⬝ᵥ x) ≤ x ⬝ᵥ B *ᵥ x := by
    rw [(hu x).2, (hu x).1, Finset.mul_sum]
    refine Finset.sum_le_sum fun j _ => ?_
    rcases lt_or_ge k j with hj | hj
    · have h0 := hrow j hj.ne'
      rw [if_neg (lt_asymm hj)] at h0
      simp [h0]
    · exact mul_le_mul_of_nonneg_right (hB.eigenvalues₀_antitone hj) (sq_nonneg _)
  have h2 : x ⬝ᵥ A *ᵥ x ≤ hA.eigenvalues₀ k * (x ⬝ᵥ x) := by
    rw [(hv x).2, (hv x).1, Finset.mul_sum]
    refine Finset.sum_le_sum fun j _ => ?_
    rcases lt_or_ge j k with hj | hj
    · have h0 := hrow j hj.ne
      rw [if_pos hj] at h0
      simp [h0]
    · exact mul_le_mul_of_nonneg_right (hA.eigenvalues₀_antitone hj) (sq_nonneg _)
  refine le_of_mul_le_mul_right ?_ hpos
  rw [add_mul]
  linarith [hAB x]

/-- For symmetric `h`, `v`, a symmetric projector `P` and `a ≥ 0`, raising the range parameter
from `w₁` to `w₂` raises each ordered eigenvalue of the hybrid matrix by between zero and
`2 a (w₂ - w₁) / √π`. -/
theorem eigenvalue_shift_bounds {h v P : Matrix n n ℝ} (hh : h.IsHermitian) (hv : v.IsHermitian)
    (hP : P.IsHermitian) (hPP : P * P = P) (R : n → EuclideanSpace ℝ (Fin d)) {a w₁ w₂ : ℝ}
    (ha : 0 ≤ a) (hw : w₁ ≤ w₂) (k : Fin (Fintype.card n)) :
    0 ≤ (hybrid_isHermitian hh hv hP R a w₂).eigenvalues₀ k -
        (hybrid_isHermitian hh hv hP R a w₁).eigenvalues₀ k ∧
    (hybrid_isHermitian hh hv hP R a w₂).eigenvalues₀ k -
        (hybrid_isHermitian hh hv hP R a w₁).eigenvalues₀ k ≤
      2 * a * (w₂ - w₁) / √Real.pi := by
  have hb := hybrid_form_bounds h v hP hPP R ha hw
  have lo := eigenvalue_le_of_form_le (hybrid_isHermitian hh hv hP R a w₂)
    (hybrid_isHermitian hh hv hP R a w₁) 0 (fun x => by simpa using (hb x).1) k
  have hi := eigenvalue_le_of_form_le (hybrid_isHermitian hh hv hP R a w₁)
    (hybrid_isHermitian hh hv hP R a w₂) _ (fun x => (hb x).2) k
  exact ⟨by linarith, by linarith⟩

/-- For symmetric `h` and `v`, and `P` the identity, changing the range parameter from `w₁` to `w₂`
changes each ordered eigenvalue of the hybrid matrix by exactly `2 a (w₂ - w₁) / √π`. -/
theorem eigenvalue_shift_identity {h v : Matrix n n ℝ} (hh : h.IsHermitian) (hv : v.IsHermitian)
    (R : n → EuclideanSpace ℝ (Fin d)) (a w₁ w₂ : ℝ) (k : Fin (Fintype.card n)) :
    (hybrid_isHermitian hh hv isHermitian_one R a w₂).eigenvalues₀ k =
      (hybrid_isHermitian hh hv isHermitian_one R a w₁).eigenvalues₀ k +
        2 * a * (w₂ - w₁) / √Real.pi := by
  have hH : hybridMatrix h v 1 R a w₂ = hybridMatrix h v 1 R a w₁ +
      (2 * a * (w₂ - w₁) / √Real.pi) • (1 : Matrix n n ℝ) := by
    ext i j
    by_cases hij : i = j
    · subst hij
      simp [hybridMatrix, longRange]
      ring
    · simp [hybridMatrix, hij]
  have hf : ∀ x, x ⬝ᵥ hybridMatrix h v 1 R a w₂ *ᵥ x = x ⬝ᵥ hybridMatrix h v 1 R a w₁ *ᵥ x +
      2 * a * (w₂ - w₁) / √Real.pi * (x ⬝ᵥ x) := by
    intro x
    rw [hH, add_mulVec, smul_mulVec, one_mulVec, dotProduct_add, dotProduct_smul, smul_eq_mul]
  have hi := eigenvalue_le_of_form_le (hybrid_isHermitian hh hv isHermitian_one R a w₁)
    (hybrid_isHermitian hh hv isHermitian_one R a w₂) _ (fun x => (hf x).le) k
  have lo := eigenvalue_le_of_form_le (hybrid_isHermitian hh hv isHermitian_one R a w₂)
    (hybrid_isHermitian hh hv isHermitian_one R a w₁) (-(2 * a * (w₂ - w₁) / √Real.pi))
    (fun x => le_of_eq (by rw [hf x]; ring)) k
  exact le_antisymm hi (by linarith)

/-- The two-site matrix with all entries `1/2` is a symmetric projector. -/
theorem projector_witness :
    (!![1/2, 1/2; 1/2, 1/2] : Matrix (Fin 2) (Fin 2) ℝ).IsHermitian ∧
    (!![1/2, 1/2; 1/2, 1/2] : Matrix (Fin 2) (Fin 2) ℝ) * !![1/2, 1/2; 1/2, 1/2] =
      !![1/2, 1/2; 1/2, 1/2] := by
  constructor
  · ext i j
    fin_cases i <;> fin_cases j <;> simp
  · ext i j
    fin_cases i <;> fin_cases j <;> norm_num [Matrix.mul_apply, Fin.sum_univ_succ]

end

end RangeSeparatedExchange
```

```lean
#print axioms RangeSeparatedExchange.eigenvalue_shift_bounds
#print axioms RangeSeparatedExchange.eigenvalue_shift_identity
```

```
'RangeSeparatedExchange.eigenvalue_shift_bounds' depends on axioms: [propext, Classical.choice, Quot.sound]
'RangeSeparatedExchange.eigenvalue_shift_identity' depends on axioms: [propext, Classical.choice, Quot.sound]
```

## How the lemmas divide the work

- `longRange_hasDerivAt` rewrites $L$ as the integral and differentiates it.
- `gaussian_form_nonneg` contains the induction as `hpow` and the exponential series as `hs`.
- `longRange_form_mono` replaces the integration over $t$ by monotonicity of a function with nonnegative derivative.
- `hybrid_form_bounds` applies this to $P$ and $1-P$ in `m1` and `m2`; `hd` evaluates the diagonal term.
- `spectral_form` expands $|x|^2$ and $x^TAx$ in eigenvectors. In `eigenvalue_le_of_form_le`, the rows of `M` are the $N-1$ conditions, and a dimension count gives a nonzero kernel vector.
- `hybrid_isHermitian` supplies the symmetry needed for ordered eigenvalues, and `eigenvalue_shift_bounds` makes the two comparisons.
- `eigenvalue_shift_identity` treats $P=1$, using the comparison with $s$ and $-s$.
- `projector_witness` checks the conditions on $P$ for two sites sharing one filled orbital $(1,1)/\sqrt2$.
